# For invertible, translation-invariant responses, the small-cell Hubbard U is the large-cell U plus interactions with periodic images

When Hubbard \(U\) is computed by linear response in a periodic cell, a potential shift on one site also acts on all its periodic images. To say how much the images contribute, one must choose a reference in which they are separate sites. The reference here is a larger cell, itself finite and periodic. Its correlated sites form a finite abelian group \(G\), for instance \(\mathbb Z_{n_1}\times\mathbb Z_{n_2}\times\mathbb Z_{n_3}\), with one correlated site per primitive cell and one occupation number per site. The translations that become periods of the small cell form a subgroup \(N\), so the small cell has sites \(G/N\).

## Response kernels and their folding

```lean
import Mathlib

open Matrix

namespace LinearResponseU

noncomputable section

/-- The translation-invariant response matrix with entries `a (x - y)`: the response at site `x`
to a potential shift at site `y`. -/
def kernelMatrix {H : Type*} [AddCommGroup H] (a : H → ℝ) : Matrix H H ℝ :=
  Matrix.of fun x y => a (x - y)
```

`kernelMatrix a` is the matrix \(K(a)_{xy}=a(x-y)\), the change of occupation at \(x\) per unit potential shift at \(y\). "Kernel" means a convolution kernel, not a null space.

```lean
/-- The interaction matrix `χ₀⁻¹ - χ⁻¹` of linear-response theory, for invertible bare response
`χ₀` and invertible screened response `χ`; its diagonal entries are the Hubbard `U`. -/
def interaction {ι : Type*} [Fintype ι] [DecidableEq ι] (χ₀ χ : Matrix ι ι ℝ) :
    Matrix ι ι ℝ :=
  χ₀⁻¹ - χ⁻¹
```

For a bare response \(\chi_0\) and a screened response \(\chi\), the interaction matrix is \(V=\chi_0^{-1}-\chi^{-1}\). Its diagonal entries are \(U\), and its off-diagonal entries are intersite interactions. Lean's matrix inverse is defined as zero for a singular matrix, so the theorems below about inverses and interactions assume invertibility explicitly.

```lean
variable {G : Type*} [AddCommGroup G] [Fintype G]
variable (N : AddSubgroup G) [DecidableEq (G ⧸ N)]

/-- The small-cell kernel: the large-cell kernel summed over each coset of the sublattice `N`. -/
def cosetSum (a : G → ℝ) : G ⧸ N → ℝ :=
  fun q => ∑ z : G, if (z : G ⧸ N) = q then a z else 0
```

Write \([x]\) for the class of \(x\) in \(G/N\), in Lean `(x : G ⧸ N)`. The small-cell kernel \(\bar a(q)\) is the sum of \(a(z)\) over all \(z\) with \([z]=q\).

```lean
/-- The small-cell kernel at the class of `x` is the sum of the large-cell kernel over `x` and
all its translates by `N`. -/
theorem cosetSum_mk [Fintype N] (a : G → ℝ) (x : G) :
    cosetSum N a (x : G ⧸ N) = ∑ n : N, a (x + n) := by
  -- shift the summation variable by `x`, so that the coset becomes `N` itself
  have shift : cosetSum N a (x : G ⧸ N)
      = ∑ w : G, if ((x + w : G) : G ⧸ N) = (x : G ⧸ N) then a (x + w) else 0 :=
    (Fintype.sum_equiv (Equiv.addLeft x) _ _ (fun w => rfl)).symm
  rw [shift, ← Finset.sum_filter]
  refine Finset.sum_subtype _ (fun w => ?_) _
  rw [Finset.mem_filter, QuotientAddGroup.eq, show -(x + w) + x = -w by abel, neg_mem_iff]
  simp
```

The same sum can be written over image vectors:
\[
\bar a([x])=\sum_{n\in N}a(x+n).
\]
Put \(z=x+w\). Then \([x+w]=[x]\) holds exactly when \(w\in N\). The step `shift` makes this substitution, and the remaining lines turn the condition into a sum over \(N\).

## Inverting before and after folding

```lean
/-- A right inverse of a translation-invariant response matrix is itself translation invariant. -/
theorem inverse_translation_invariant [DecidableEq G] {a : G → ℝ} {B : Matrix G G ℝ}
    (h : kernelMatrix a * B = 1) : B = kernelMatrix (fun x => B x 0) := by
  -- the matrix built from the first column of `B` is also a right inverse
  have h' : kernelMatrix a * kernelMatrix (fun x => B x 0) = 1 := by
    ext x y
    have h0 := congrFun (congrFun h (x - y)) 0
    rw [Matrix.mul_apply] at h0 ⊢
    have e : ∑ z, kernelMatrix a x z * kernelMatrix (fun x => B x 0) z y
        = ∑ w, kernelMatrix a (x - y) w * B w 0 :=
      Fintype.sum_equiv (Equiv.subRight y) _ _ (fun z => by simp [kernelMatrix])
    rw [e, h0]
    simp [Matrix.one_apply, sub_eq_zero]
  calc B = B * kernelMatrix a * kernelMatrix (fun x => B x 0) := by
        rw [mul_assoc, h', mul_one]
    _ = kernelMatrix (fun x => B x 0) := by rw [mul_eq_one_comm.mp h, one_mul]
```

Suppose \(K(a)B=1\), and let \(b(x)=B_{x0}\) be the first column of \(B\). With \(w=z-y\),
\[
\sum_z a(x-z)\,b(z-y)=\sum_w a(x-y-w)\,B_{w0}=(K(a)B)_{x-y,\,0}=\delta_{xy}.
\]
So \(K(b)\) is also a right inverse, which is `h'`. For square matrices a right inverse is also a left inverse, hence \(B=BK(a)K(b)=K(b)\), as in the `calc` block.

```lean
variable [Fintype (G ⧸ N)]

/-- The response of the large cell to an `N`-periodic potential is the response of the small cell,
computed with the coset-summed kernel. -/
theorem periodic_response (a : G → ℝ) (v : G ⧸ N → ℝ) (x : G) :
    (kernelMatrix a *ᵥ fun y : G => v (y : G ⧸ N)) x
      = (kernelMatrix (cosetSum N a) *ᵥ v) (x : G ⧸ N) := by
  -- each displacement `z` connects the class of `x` to exactly one class
  have key : ∀ z : G, ∑ q : G ⧸ N,
      (if (z : G ⧸ N) = (x : G ⧸ N) - q then a z else 0) * v q
        = a z * v ((x - z : G) : G ⧸ N) := by
    intro z
    rw [Finset.sum_eq_single ((x - z : G) : G ⧸ N)]
    · rw [if_pos]
      rw [QuotientAddGroup.mk_sub]
      abel
    · intro q _ hq
      rw [if_neg, zero_mul]
      intro h
      apply hq
      rw [QuotientAddGroup.mk_sub, h]
      abel
    · intro h
      exact absurd (Finset.mem_univ _) h
  calc (kernelMatrix a *ᵥ fun y : G => v (y : G ⧸ N)) x
      = ∑ y : G, a (x - y) * v (y : G ⧸ N) := rfl
    _ = ∑ z : G, a z * v ((x - z : G) : G ⧸ N) :=
        Fintype.sum_equiv (Equiv.subLeft x) _ _
          (fun y => by simp only [Equiv.subLeft_apply, sub_sub_cancel])
    _ = ∑ z : G, ∑ q : G ⧸ N,
          (if (z : G ⧸ N) = (x : G ⧸ N) - q then a z else 0) * v q :=
        Finset.sum_congr rfl fun z _ => (key z).symm
    _ = ∑ q : G ⧸ N,
          (∑ z : G, if (z : G ⧸ N) = (x : G ⧸ N) - q then a z else 0) * v q := by
        rw [Finset.sum_comm]
        simp only [Finset.sum_mul]
    _ = (kernelMatrix (cosetSum N a) *ᵥ v) (x : G ⧸ N) := rfl
```

A small-cell potential \(v\) lifts to the periodic potential \(\tilde v(y)=v([y])\) on the large cell. Substituting \(z=x-y\) and then grouping by \(q=[x-z]\) gives
\[
\sum_y a(x-y)\,v([y])=\sum_z a(z)\,v([x-z])
=\sum_{q}\Bigl(\sum_{[z]=[x]-q}a(z)\Bigr)v(q).
\]
The bracket is \(\bar a([x]-q)\), so the right side is the small-cell response. In Lean, `key` says that each \(z\) contributes to exactly one \(q\), and `Finset.sum_comm` exchanges the two sums.

This is the physical reason for summing over cosets. The step left to physics is that an actual small-cell calculation gives the same periodic response as the supercell, which requires equivalent k-point sampling and the same ground state.

```lean
/-- If two large-cell kernels give mutually inverse matrices, so do their coset sums. -/
theorem cosetSum_mul_eq_one [DecidableEq G] {a b : G → ℝ}
    (h : kernelMatrix a * kernelMatrix b = 1) :
    kernelMatrix (cosetSum N a) * kernelMatrix (cosetSum N b) = 1 := by
  -- test both sides on a small-cell potential, lifted periodically to the large cell
  apply Matrix.toLin'.injective
  refine LinearMap.ext fun v => ?_
  funext q
  obtain ⟨x, rfl⟩ := QuotientAddGroup.mk_surjective q
  have hb : (fun y : G => (kernelMatrix (cosetSum N b) *ᵥ v) (y : G ⧸ N))
      = kernelMatrix b *ᵥ fun y : G => v (y : G ⧸ N) :=
    funext fun y => (periodic_response N b v y).symm
  rw [Matrix.toLin'_apply, Matrix.toLin'_apply, Matrix.one_mulVec, ← Matrix.mulVec_mulVec,
    ← periodic_response, hb, Matrix.mulVec_mulVec, h, Matrix.one_mulVec]
```

Let \(K(a)K(b)=1\). By the previous theorem, \(K(\bar b)v\) lifts to \(K(b)\tilde v\). Applying it again,
\[
\bigl(K(\bar a)K(\bar b)v\bigr)([x])=\bigl(K(a)K(b)\tilde v\bigr)(x)=v([x]).
\]
Since \(v\) is arbitrary, \(K(\bar a)K(\bar b)=1\). The line with `Matrix.toLin'.injective` reduces equality of matrices to equality of their action on every \(v\).

```lean
/-- If the large-cell response matrix is invertible, so is the small-cell one, and the small-cell
inverse is the large-cell inverse summed over the second site and all its periodic images. -/
theorem smallCell_inverse [DecidableEq G] [Fintype N] {a : G → ℝ}
    (ha : IsUnit (kernelMatrix a)) :
    IsUnit (kernelMatrix (cosetSum N a)) ∧
      ∀ x y : G, (kernelMatrix (cosetSum N a))⁻¹ (x : G ⧸ N) (y : G ⧸ N)
        = ∑ n : N, (kernelMatrix a)⁻¹ x (y + n) := by
  have hmul : kernelMatrix a * (kernelMatrix a)⁻¹ = 1 :=
    Matrix.mul_nonsing_inv _ ((Matrix.isUnit_iff_isUnit_det _).1 ha)
  have hb := inverse_translation_invariant hmul
  have hent : ∀ x y : G, (kernelMatrix a)⁻¹ x y = (kernelMatrix a)⁻¹ (x - y) 0 :=
    fun x y => congrFun (congrFun hb x) y
  have hs := cosetSum_mul_eq_one N (hmul.symm.trans (congrArg (kernelMatrix a * ·) hb)).symm
  refine ⟨(Matrix.isUnit_iff_isUnit_det _).2 (Matrix.isUnit_det_of_right_inverse hs),
    fun x y => ?_⟩
  rw [Matrix.inv_eq_right_inv hs]
  -- write the coset sum over `N` and reverse the sign of the image vector
  refine (cosetSum_mk N (fun x => (kernelMatrix a)⁻¹ x 0) (x - y)).trans ?_
  refine Fintype.sum_equiv (Equiv.neg N) _ _ (fun n => ?_)
  change (kernelMatrix a)⁻¹ (x - y + n) 0 = (kernelMatrix a)⁻¹ x (y + -(n : G))
  rw [hent x (y + -(n : G)), show x - (y + -(n : G)) = x - y + n by abel]
```

`IsUnit` means invertible: every non-zero pattern of potential shifts changes some occupation. Under this hypothesis on \(K(a)\), the small-cell matrix is invertible too, and
\[
\bigl(K(\bar a)^{-1}\bigr)_{[x][y]}=\sum_{n\in N}\bigl(K(a)^{-1}\bigr)_{x,\,y+n}.
\]
By translation invariance \(K(a)^{-1}=K(b)\), with \(b\) its first column, and the folding result gives \(K(\bar a)^{-1}=K(\bar b)\). Its entry is
\[
\bar b([x-y])=\sum_n b(x-y+n)=\sum_n \bigl(K(a)^{-1}\bigr)_{x,\,y-n},
\]
and replacing \(n\) by \(-n\), which is `Equiv.neg N`, finishes the argument.

## U in the two cells

```lean
/-- For invertible large-cell responses, the small-cell interaction between two sites is the
large-cell interaction summed over the second site and all its periodic images. -/
theorem smallCell_interaction [DecidableEq G] [Fintype N] {c₀ c : G → ℝ}
    (h₀ : IsUnit (kernelMatrix c₀)) (h : IsUnit (kernelMatrix c)) (x y : G) :
    interaction (kernelMatrix (cosetSum N c₀)) (kernelMatrix (cosetSum N c))
        (x : G ⧸ N) (y : G ⧸ N)
      = ∑ n : N, interaction (kernelMatrix c₀) (kernelMatrix c) x (y + n) := by
  simp only [interaction, Matrix.sub_apply, (smallCell_inverse N h₀).2,
    (smallCell_inverse N h).2, Finset.sum_sub_distrib]
```

The kernels `c₀` and `c` generate \(\chi_0\) and \(\chi\), both assumed invertible in the large cell. Subtracting the two inverse formulas gives
\[
V^{\rm small}_{[x][y]}=\sum_{n\in N}V_{x,\,y+n}.
\]

```lean
/-- For invertible large-cell responses, the small-cell Hubbard `U` is the large-cell `U` plus the
intersite interactions of the site with its own periodic images. -/
theorem smallCell_U [DecidableEq G] [Fintype N] {c₀ c : G → ℝ}
    (h₀ : IsUnit (kernelMatrix c₀)) (h : IsUnit (kernelMatrix c)) (x : G) :
    interaction (kernelMatrix (cosetSum N c₀)) (kernelMatrix (cosetSum N c))
        (x : G ⧸ N) (x : G ⧸ N)
      = interaction (kernelMatrix c₀) (kernelMatrix c) x x
        + ∑ n ∈ Finset.univ.erase (0 : N),
            interaction (kernelMatrix c₀) (kernelMatrix c) x (x + n) := by
  rw [smallCell_interaction N h₀ h, ← Finset.add_sum_erase _ _ (Finset.mem_univ (0 : N))]
  simp only [ZeroMemClass.coe_zero, add_zero]
```

Setting \(y=x\) and separating \(n=0\),
\[
U^{\rm small}=U+\sum_{n\in N,\;n\neq0}V_{x,\,x+n}.
\]
`Finset.univ.erase 0` is the set of non-zero image vectors. If \(N=\{0\}\), it is empty and the two values agree. For translation-equivalent sites with invertible responses, and with k-point sampling and ground state matched as above, this describes how the computed \(U\) depends on cell size, relative to a finite reference cell. That reference still has images of its own.

```lean
omit [Fintype (G ⧸ N)] [DecidableEq (G ⧸ N)] in
/-- On more than one site the constant kernel gives a singular large-cell matrix, while its folding
onto a single site is invertible. -/
theorem singular_with_invertible_folding [DecidableEq G] [Nontrivial G]
    [Fintype (G ⧸ (⊤ : AddSubgroup G))] [DecidableEq (G ⧸ (⊤ : AddSubgroup G))] :
    ¬ IsUnit (kernelMatrix (fun _ : G => (1 : ℝ))) ∧
      IsUnit (kernelMatrix (cosetSum (⊤ : AddSubgroup G) (fun _ : G => (1 : ℝ)))) := by
  constructor
  · -- two equal columns exclude a left inverse
    intro h
    obtain ⟨x, y, hxy⟩ := exists_pair_ne G
    have hm := Matrix.nonsing_inv_mul _ ((Matrix.isUnit_iff_isUnit_det _).1 h)
    have h1 := congrFun (congrFun hm x) x
    have h2 := congrFun (congrFun hm x) y
    rw [Matrix.mul_apply, Matrix.one_apply_eq] at h1
    rw [Matrix.mul_apply, Matrix.one_apply_ne hxy] at h2
    exact one_ne_zero (α := ℝ) (h1.symm.trans h2)
  · -- the folded matrix is the number of sites times the identity
    have hs : ∀ q r : G ⧸ (⊤ : AddSubgroup G), q = r := by
      intro q r
      obtain ⟨x, rfl⟩ := QuotientAddGroup.mk_surjective q
      obtain ⟨y, rfl⟩ := QuotientAddGroup.mk_surjective r
      exact QuotientAddGroup.eq.mpr (AddSubgroup.mem_top _)
    have hc : ∀ q, cosetSum (⊤ : AddSubgroup G) (fun _ : G => (1 : ℝ)) q
        = (Fintype.card G : ℝ) := by
      intro q
      unfold cosetSum
      rw [Finset.sum_congr rfl (fun z _ => if_pos (hs _ q))]
      simp
    have hK : kernelMatrix (cosetSum (⊤ : AddSubgroup G) (fun _ : G => (1 : ℝ)))
        = (Fintype.card G : ℝ) • 1 := by
      ext q r
      obtain rfl := hs q r
      rw [Matrix.smul_apply, Matrix.one_apply_eq, smul_eq_mul, mul_one]
      exact hc _
    have hne : (Fintype.card G : ℝ) ≠ 0 := Nat.cast_ne_zero.mpr Fintype.card_ne_zero
    have hinv : kernelMatrix (cosetSum (⊤ : AddSubgroup G) (fun _ : G => (1 : ℝ)))
        * ((Fintype.card G : ℝ)⁻¹ •
          (1 : Matrix (G ⧸ (⊤ : AddSubgroup G)) (G ⧸ (⊤ : AddSubgroup G)) ℝ)) = 1 := by
      rw [hK, smul_mul_smul_comm, mul_one, mul_inv_cancel₀ hne, one_smul]
    exact (Matrix.isUnit_iff_isUnit_det _).2 (Matrix.isUnit_det_of_right_inverse hinv)

end

end LinearResponseU
```

Invertibility in the small cell does not imply invertibility in the large one. Take \(a=1\) everywhere on more than one site. If \(L\) were a left inverse of \(K(a)\), then for \(x\ne y\) the entries \((LK(a))_{xx}=1\) and \((LK(a))_{xy}=0\) would both equal \(\sum_z L_{xz}\), a contradiction. Folding onto one site (`⊤` is the subgroup \(N=G\)) leaves the single entry \(|G|\neq0\), which is invertible. The example is algebraic: raising the potential on a site does not raise its occupation, so a physical response has the opposite sign on the diagonal. Taking \(a=-1\) instead corrects the sign and changes neither conclusion.

## A four-site ring, and the same folding in reciprocal space

When all correlated atoms are translation-equivalent, one can shift the potential on one of them and record all occupations. Their slopes before and after self-consistency give one column each of \(\chi_0\) and \(\chi\). Translation fills in the other columns, and both matrices are inverted. For a ring of four such atoms with invertible responses, computed in a two-atom cell with matched k-point sampling and ground state, \(N=\{0,2\}\), so the small cell returns \(U+V_{0,2}\) on the diagonal and \(V_{0,1}+V_{0,3}\) off it. Invertibility excludes a ring in which the correlated orbitals are the only orbitals and the electron number is fixed, since a uniform shift then changes no occupation.

The statement could also have been modelled with Bloch waves. Each response would then be a list of numbers \(\hat a(k)\), inverted one by one, and the small cell would keep only the wave vectors compatible with its periodicity. The failed converse would become a zero at a discarded wave vector, but the sum over image sites would appear only after transforming back.

```lean
#print axioms LinearResponseU.smallCell_U
#print axioms LinearResponseU.singular_with_invertible_folding
```

```
'LinearResponseU.smallCell_U' depends on axioms: [propext, Classical.choice, Quot.sound]
'LinearResponseU.singular_with_invertible_folding' depends on axioms: [propext, Classical.choice, Quot.sound]
```
